# Every normalised real orbital over 2^m basis orbitals (m ≥ 1) can be prepared in m layers of Givens rotations on freely chosen disjoint pairs

To start a quantum simulation with one electron in a given molecular orbital, one can place the electron in a single basis orbital and spread it over the others by two-orbital rotations, until the amplitudes equal the orbital's coefficients. Rotations on disjoint pairs can run at the same time, so the time this takes is counted in layers.

For real coefficients in a finite orthonormal basis of 2^m orbitals, with m ≥ 1 and any two orbitals allowed to form a pair, m layers are enough. The derivation runs backwards: it first concentrates a given orbital on the first basis orbital, and then reverses the circuit. If all coefficients are nonzero, the concentration cannot be done in fewer layers.

In Lean 4 with Mathlib:

```lean
import Mathlib

open Finset

namespace LogDepthOrbital

noncomputable section
```

## Layers acting on one-electron amplitudes

Let σ(i) be the partner of orbital i, with σ(i) = i if it is unpaired, and let θ_i be the angle seen by orbital i. A layer satisfies

σ(σ(i)) = i,  θ_σ(i) = −θ_i.

An unpaired orbital therefore has θ_i = 0. The type `ι` labels the basis orbitals.

```lean
/-- A layer of Givens rotations on disjoint pairs: each orbital has a partner (itself if it is
unpaired), and the rotation angles seen by the two partners are opposite. -/
structure GivensLayer (ι : Type*) where
  partner : ι → ι
  partner_partner : ∀ i, partner (partner i) = i
  angle : ι → ℝ
  angle_partner : ∀ i, angle (partner i) = -angle i
```

The layer changes the real amplitudes v_i to

v′_i = cos θ_i v_i + sin θ_i v_σ(i).

For positive θ_i this turns the pair (v_i, v_σ(i)) clockwise; many texts use the opposite sign. That a hardware gate acts on the one-electron amplitudes in this way is the step from the model to a device, and it is taken as given here.

```lean
variable {ι : Type*}

/-- The action of a layer on the amplitudes of an orbital: every pair is rotated in its plane. -/
def GivensLayer.apply (G : GivensLayer ι) (v : ι → ℝ) : ι → ℝ := fun i =>
  Real.cos (G.angle i) * v i + Real.sin (G.angle i) * v (G.partner i)
```

The reversed layer has the same pairs and the angles −θ_i.

```lean
/-- The layer with the same pairs and all angles reversed. -/
def GivensLayer.reverse (G : GivensLayer ι) : GivensLayer ι where
  partner := G.partner
  partner_partner := G.partner_partner
  angle := fun i => -G.angle i
  angle_partner := fun i => by simp [G.angle_partner]
```

A circuit is a list of layers, and its length is the depth.

```lean
/-- A circuit applies its layers one after the other, the head of the list first. -/
def run : List (GivensLayer ι) → (ι → ℝ) → (ι → ℝ)
  | [], v => v
  | G :: L, v => run L (G.apply v)
```

Let S(v) be the set of orbitals with v_i ≠ 0. The code calls it `occupied`, which here refers to the amplitudes of one electron and not to the filled orbitals of a determinant.

```lean
/-- The set of basis orbitals on which a vector has a nonzero amplitude. -/
def occupied [Fintype ι] (v : ι → ℝ) : Finset ι := univ.filter (fun i => v i ≠ 0)
```

## Reversibility and normalisation

Since σ(σ(i)) = i and the partner's angle is −θ_i, the partner's new amplitude is

v′_σ(i) = cos θ_i v_σ(i) − sin θ_i v_i.

```lean
/-- The new amplitude of the partner is given by the same rotation with the opposite sine. -/
theorem apply_partner (G : GivensLayer ι) (v : ι → ℝ) (i : ι) :
    G.apply v (G.partner i) =
      Real.cos (G.angle i) * v (G.partner i) - Real.sin (G.angle i) * v i := by
  simp only [GivensLayer.apply, G.angle_partner, G.partner_partner, Real.cos_neg, Real.sin_neg]
  ring
```

Applying the reversed layer gives

cos θ_i v′_i − sin θ_i v′_σ(i) = (cos² θ_i + sin² θ_i) v_i = v_i,

because the terms in v_σ(i) cancel. The `linear_combination` step is this use of cos² + sin² = 1.

```lean
/-- Reversing the angles of a layer undoes it. -/
theorem reverse_apply (G : GivensLayer ι) (v : ι → ℝ) : G.reverse.apply (G.apply v) = v := by
  funext i
  change Real.cos (-G.angle i) * G.apply v i
    + Real.sin (-G.angle i) * G.apply v (G.partner i) = v i
  rw [apply_partner, Real.cos_neg, Real.sin_neg]
  simp only [GivensLayer.apply]
  linear_combination v i * Real.cos_sq_add_sin_sq (G.angle i)
```

Let D_i = v′_i² − v_i² be the change of weight on orbital i. Squaring the two formulas and adding them gives

v′_i² + v′_σ(i)² = v_i² + v_σ(i)²,

so D_σ(i) = −D_i. As σ only permutes the orbitals,

∑ D_i = ∑ D_σ(i) = −∑ D_i,

and the total change is zero.

```lean
/-- A layer of Givens rotations preserves the normalisation. -/
theorem sum_sq_apply [Fintype ι] (G : GivensLayer ι) (v : ι → ℝ) :
    ∑ i, G.apply v i ^ 2 = ∑ i, v i ^ 2 := by
  -- the change of the weight on an orbital is opposite to the change on its partner
  have hF : ∀ i, G.apply v (G.partner i) ^ 2 - v (G.partner i) ^ 2
      = -(G.apply v i ^ 2 - v i ^ 2) := fun i => by
    rw [apply_partner]
    simp only [GivensLayer.apply]
    linear_combination (v i ^ 2 + v (G.partner i) ^ 2) * Real.cos_sq_add_sin_sq (G.angle i)
  have h : ∑ i, (G.apply v (G.partner i) ^ 2 - v (G.partner i) ^ 2)
      = ∑ i, (G.apply v i ^ 2 - v i ^ 2) :=
    Equiv.sum_comp (Function.Involutive.toPerm G.partner G.partner_partner)
      (fun i => G.apply v i ^ 2 - v i ^ 2)
  simp only [hF, sum_neg_distrib, sum_sub_distrib] at h
  linarith
```

## Each layer at most halves the number of nonzero amplitudes

By the reversal formula, v′_i = v′_σ(i) = 0 implies v_i = 0. Every orbital in S(v) therefore lies in S(v′) or is the partner of one that does:

S(v) ⊆ S(v′) ∪ σ(S(v′)),  |S(v)| ≤ 2 |S(v′)|.

```lean
/-- One layer reduces the number of nonzero amplitudes at most by a factor of two. -/
theorem card_occupied_le [Fintype ι] (G : GivensLayer ι) (v : ι → ℝ) :
    (occupied v).card ≤ 2 * (occupied (G.apply v)).card := by
  classical
  have hsub : occupied v ⊆
      occupied (G.apply v) ∪ (occupied (G.apply v)).image G.partner := by
    intro i hi
    by_cases h1 : G.apply v i = 0
    · by_cases h2 : G.apply v (G.partner i) = 0
      · -- a pair that is empty after the layer was empty before it
        have h := congrFun (reverse_apply G v) i
        change Real.cos (-G.angle i) * G.apply v i
          + Real.sin (-G.angle i) * G.apply v (G.partner i) = v i at h
        rw [h1, h2, mul_zero, mul_zero, add_zero] at h
        exact absurd h.symm (mem_filter.1 hi).2
      · exact mem_union_right _ (mem_image.2
          ⟨G.partner i, mem_filter.2 ⟨mem_univ _, h2⟩, G.partner_partner i⟩)
    · exact mem_union_left _ (mem_filter.2 ⟨mem_univ _, h1⟩)
  have h1 := card_le_card hsub
  have h2 := card_union_le (occupied (G.apply v)) ((occupied (G.apply v)).image G.partner)
  have h3 := card_image_le (s := occupied (G.apply v)) (f := G.partner)
  omega
```

Suppose that a circuit ends in the basis vector e_p, written `Pi.single p 1`. With no layers, v = e_p and |S(v)| = 1 = 2^0. If ℓ layers remain after the first, induction gives |S(v′)| ≤ 2^ℓ, and hence

|S(v)| ≤ 2 · 2^ℓ = 2^(ℓ+1).

```lean
/-- If a circuit maps a vector to a single basis orbital, the vector has at most
2 ^ (number of layers) nonzero amplitudes. -/
theorem card_occupied_le_two_pow [Fintype ι] [DecidableEq ι] (p : ι) (L : List (GivensLayer ι))
    (v : ι → ℝ) (h : run L v = Pi.single p 1) : (occupied v).card ≤ 2 ^ L.length := by
  induction L generalizing v with
  | nil =>
    have hv : v = Pi.single p 1 := h
    have hp : occupied v = {p} := by
      ext i
      simp [hv, occupied, Pi.single_apply]
    simp [hp]
  | cons G L ih =>
    have h1 := ih (G.apply v) h
    have h2 := card_occupied_le G v
    rw [List.length_cons, pow_succ]
    omega
```

## Clearing half of the amplitudes

For a pair of amplitudes (x, y), take the polar angle θ, with

x = r cos θ,  y = r sin θ,  r = √(x² + y²).

```lean
/-- The polar angle of a pair of amplitudes, set to zero when both vanish. -/
def givensAngle (x y : ℝ) : ℝ := Complex.arg ⟨x, y⟩
```

Rotation by this angle gives

cos θ x + sin θ y = r ≥ 0,
cos θ y − sin θ x = r cos θ sin θ − r sin θ cos θ = 0.

```lean
/-- Rotation by the polar angle makes the first amplitude nonnegative and the second zero. -/
theorem givensAngle_spec (x y : ℝ) :
    0 ≤ Real.cos (givensAngle x y) * x + Real.sin (givensAngle x y) * y ∧
      Real.cos (givensAngle x y) * y - Real.sin (givensAngle x y) * x = 0 := by
  have hc : ‖(⟨x, y⟩ : ℂ)‖ * Real.cos (givensAngle x y) = x := Complex.norm_mul_cos_arg _
  have hs : ‖(⟨x, y⟩ : ℂ)‖ * Real.sin (givensAngle x y) = y := Complex.norm_mul_sin_arg _
  have h1 := Real.cos_sq_add_sin_sq (givensAngle x y)
  constructor
  · have h : Real.cos (givensAngle x y) * x + Real.sin (givensAngle x y) * y
        = ‖(⟨x, y⟩ : ℂ)‖ := by
      linear_combination ‖(⟨x, y⟩ : ℂ)‖ * h1 - Real.cos (givensAngle x y) * hc
        - Real.sin (givensAngle x y) * hs
    rw [h]
    exact norm_nonneg _
  · linear_combination Real.sin (givensAngle x y) * hc - Real.cos (givensAngle x y) * hs
```

In a layer with given pairs, the lower member of each pair receives this angle and the upper member its negative. The three cases i < σ(i), i = σ(i) and i > σ(i) confirm that the angles are opposite.

```lean
/-- For a given pairing, the layer that moves the weight of each pair to its lower member. -/
def mergeLayer [LinearOrder ι] (σ : ι → ι) (hσ : ∀ i, σ (σ i) = i) (v : ι → ℝ) :
    GivensLayer ι where
  partner := σ
  partner_partner := hσ
  angle := fun i => if i < σ i then givensAngle (v i) (v (σ i))
    else if σ i < i then -givensAngle (v (σ i)) (v i) else 0
  angle_partner := fun i => by
    simp only [hσ]
    rcases lt_trichotomy i (σ i) with h | h | h
    · simp [h, lt_asymm h]
    · simp [← h]
    · simp [h, lt_asymm h]
```

Now number the orbitals 0, …, N−1, as `Fin N` does, and pair

i ↔ i + h  for i < h and i + h < N.

All other orbitals stay unpaired.

```lean
/-- The pairing of orbital i with orbital i + h for i < h, as far as both exist. -/
def fold {N : ℕ} (h : ℕ) (i : Fin N) : Fin N :=
  ⟨if i.val < h ∧ i.val + h < N then i.val + h
    else if h ≤ i.val ∧ i.val < 2 * h then i.val - h else i.val, by
    have := i.isLt
    split_ifs <;> omega⟩
```

Suppose that v_i = 0 for i ≥ 2h. These orbitals are unpaired and stay empty. Those with h ≤ i < 2h are upper members and are cleared by the second identity. The first identity makes the amplitudes of the lower members nonnegative. In the code, `omega` settles the index arithmetic.

```lean
/-- If only the first 2h amplitudes can be nonzero, one layer clears all but the first h, and leaves
a nonnegative amplitude on each orbital i < h for which orbital i + h exists. -/
theorem exists_halving_layer {N : ℕ} (h : ℕ) (v : Fin N → ℝ)
    (hv : ∀ i : Fin N, 2 * h ≤ i.val → v i = 0) :
    ∃ G : GivensLayer (Fin N), (∀ i : Fin N, h ≤ i.val → G.apply v i = 0) ∧
      ∀ i : Fin N, i.val < h → i.val + h < N → 0 ≤ G.apply v i := by
  have hσ : ∀ i : Fin N, fold h (fold h i) = i := fun i => by
    apply Fin.ext
    have := i.isLt
    simp only [fold]
    split_ifs <;> omega
  refine ⟨mergeLayer (fold h) hσ v, fun i hi => ?_, fun i hi hN => ?_⟩
  · by_cases h2 : i.val < 2 * h
    · have hlt : fold h i < i := by
        rw [Fin.lt_def]
        simp only [fold]
        split_ifs <;> omega
      simp only [GivensLayer.apply, mergeLayer, if_neg (lt_asymm hlt), if_pos hlt,
        Real.cos_neg, Real.sin_neg]
      linear_combination (givensAngle_spec (v (fold h i)) (v i)).2
    · have hfix : fold h i = i := by
        apply Fin.ext
        simp only [fold]
        split_ifs <;> omega
      simp [GivensLayer.apply, mergeLayer, hfix, hv i (by omega)]
  · have hlt : i < fold h i := by
      rw [Fin.lt_def]
      simp only [fold]
      split_ifs <;> omega
    simp only [GivensLayer.apply, mergeLayer, if_pos hlt]
    exact (givensAngle_spec (v i) (v (fold h i))).1
```

## Repeated halving down to the first orbital

Let v be a unit vector whose nonzero amplitudes lie among the first 2^(k+1). For k = 0, a layer with h = 1 leaves only v′_0, and

v′_0² = 1,  v′_0 ≥ 0,  so v′_0 = 1.

For the step from k to k + 1, a layer with h = 2^(k+1) leaves nonzero amplitudes only among the first 2^(k+1), and the induction hypothesis supplies the other layers.

The sign argument needs a partner for orbital 0, hence N ≥ 2. In dimension one the unit vector (−1) is left alone by every layer and never becomes (1), so the claim about vectors fails for m = 0. The two vectors differ only by a global sign and describe the same physical state.

```lean
/-- For N ≥ 2, a unit vector in N dimensions whose nonzero amplitudes lie among the first
2 ^ (k + 1) is mapped to the first basis vector by k + 1 layers. -/
theorem exists_circuit {N : ℕ} [NeZero N] (hN : 2 ≤ N) (k : ℕ) (v : Fin N → ℝ)
    (h1 : ∑ i, v i ^ 2 = 1) (hv : ∀ i : Fin N, 2 ^ (k + 1) ≤ i.val → v i = 0) :
    ∃ L : List (GivensLayer (Fin N)), L.length = k + 1 ∧ run L v = Pi.single 0 1 := by
  induction k generalizing v with
  | zero =>
    obtain ⟨G, hG, hpos⟩ := exists_halving_layer 1 v (fun i hi => hv i (by simpa using hi))
    have h0 : ((0 : Fin N) : ℕ) = 0 := by simp
    have hz : ∀ i : Fin N, i ≠ 0 → G.apply v i = 0 := fun i hi => hG i (by
      have : i.val ≠ 0 := fun h => hi (Fin.ext (h.trans h0.symm))
      omega)
    -- normalisation and sign fix the remaining amplitude
    have hs : G.apply v 0 ^ 2 = 1 := by
      rw [← h1, ← sum_sq_apply G v]
      symm
      apply Finset.sum_eq_single (0 : Fin N)
      · intro i _ hi
        rw [hz i hi]
        norm_num
      · intro h
        exact absurd (mem_univ _) h
    have hp := hpos 0 (by omega) (by omega)
    refine ⟨[G], rfl, ?_⟩
    change G.apply v = Pi.single 0 1
    funext i
    by_cases hi : i = 0
    · subst hi
      rw [Pi.single_eq_same]
      nlinarith
    · rw [hz i hi, Pi.single_eq_of_ne hi]
  | succ k ih =>
    obtain ⟨G, hG, _⟩ := exists_halving_layer (2 ^ (k + 1)) v
      (fun i hi => hv i (by rw [pow_succ]; omega))
    obtain ⟨L, hL, hrun⟩ := ih (G.apply v) ((sum_sq_apply G v).trans h1) hG
    exact ⟨G :: L, by simp [hL], hrun⟩
```

For N ≥ 2 and a unit vector without zero entries, |S(v)| = N. The counting bound and the construction together say that depth d is possible exactly when

N ≤ 2^d.

Six nonzero coefficients thus require three layers.

```lean
/-- For N ≥ 2, a unit vector in N dimensions with all entries nonzero can be mapped to the first
basis vector by d layers exactly when N ≤ 2 ^ d. -/
theorem depth_iff {N : ℕ} [NeZero N] (hN : 2 ≤ N) (d : ℕ) (v : Fin N → ℝ)
    (h1 : ∑ i, v i ^ 2 = 1) (hv : ∀ i, v i ≠ 0) :
    (∃ L : List (GivensLayer (Fin N)), L.length = d ∧ run L v = Pi.single 0 1) ↔
      N ≤ 2 ^ d := by
  constructor
  · rintro ⟨L, rfl, hL⟩
    simpa [occupied, hv] using card_occupied_le_two_pow 0 L v hL
  · intro hd
    cases d with
    | zero => rw [pow_zero] at hd; omega
    | succ k => exact exists_circuit hN k v h1 (fun i hi => by have := i.isLt; omega)
```

For N = 2^m, the first half of the next theorem gives a circuit of exactly m layers for every unit vector. The second half gives 2^m ≤ 2^(length), hence m ≤ length, for every circuit that takes a vector without zero entries to e_0. It concerns circuits of such layers on these orbitals only, without other gates or auxiliary orbitals.

```lean
/-- For m ≥ 1, every unit vector in 2 ^ m dimensions is mapped to the first basis vector by m
layers of Givens rotations on disjoint pairs, and no fewer suffice if all entries are nonzero. -/
theorem logarithmic_depth (m : ℕ) (hm : 1 ≤ m) :
    (∀ v : Fin (2 ^ m) → ℝ, ∑ i, v i ^ 2 = 1 →
      ∃ L : List (GivensLayer (Fin (2 ^ m))), L.length = m ∧ run L v = Pi.single 0 1) ∧
    (∀ v : Fin (2 ^ m) → ℝ, (∀ i, v i ≠ 0) →
      ∀ L : List (GivensLayer (Fin (2 ^ m))), run L v = Pi.single 0 1 → m ≤ L.length) := by
  constructor
  · intro v h1
    obtain ⟨k, rfl⟩ : ∃ k, m = k + 1 := ⟨m - 1, by omega⟩
    have h2 : 2 ≤ 2 ^ (k + 1) := by
      have := Nat.one_le_two_pow (n := k)
      rw [pow_succ]
      omega
    exact exists_circuit h2 k v h1 (fun i hi => by have := i.isLt; omega)
  · intro v hv L hL
    have h : 2 ^ m ≤ 2 ^ L.length := by
      simpa only [occupied, hv, ne_eq, not_false_eq_true, filter_true, card_univ,
        Fintype.card_fin] using card_occupied_le_two_pow 0 L v hL
    exact (Nat.pow_le_pow_iff_right (by norm_num)).1 h
```

## Running the circuit backwards

Joined lists of layers act one after the other.

```lean
/-- Running one circuit after another is running the joined list of layers. -/
theorem run_append (L M : List (GivensLayer ι)) (v : ι → ℝ) :
    run (L ++ M) v = run M (run L v) := by
  induction L generalizing v with
  | nil => rfl
  | cons G L ih => exact ih (G.apply v)
```

If G_m ⋯ G_1 v = e_0, then

v = G_1⁻¹ ⋯ G_m⁻¹ e_0,

where each inverse is the layer with reversed angles. The depth is again m.

```lean
/-- For m ≥ 1, every normalised real orbital over 2 ^ m basis orbitals is prepared from the first
basis orbital by m layers of Givens rotations on disjoint pairs. -/
theorem orbital_preparation (m : ℕ) (hm : 1 ≤ m) (v : Fin (2 ^ m) → ℝ)
    (h1 : ∑ i, v i ^ 2 = 1) :
    ∃ L : List (GivensLayer (Fin (2 ^ m))), L.length = m ∧ run L (Pi.single 0 1) = v := by
  -- undo the layers in the opposite order
  have hinv : ∀ (L : List (GivensLayer (Fin (2 ^ m)))) (w : Fin (2 ^ m) → ℝ),
      run (L.map GivensLayer.reverse).reverse (run L w) = w := by
    intro L
    induction L with
    | nil => exact fun w => rfl
    | cons G L ih =>
      intro w
      rw [List.map_cons, List.reverse_cons, run_append]
      change G.reverse.apply (run (L.map GivensLayer.reverse).reverse (run L (G.apply w))) = w
      rw [ih, reverse_apply]
  obtain ⟨L, hL, hrun⟩ := (logarithmic_depth m hm).1 v h1
  exact ⟨(L.map GivensLayer.reverse).reverse, by simp [hL], by rw [← hrun, hinv]⟩

end

end LogDepthOrbital
```

```lean
#print axioms LogDepthOrbital.depth_iff
-- 'LogDepthOrbital.depth_iff' depends on axioms: [propext, Classical.choice, Quot.sound]
#print axioms LogDepthOrbital.orbital_preparation
-- 'LogDepthOrbital.orbital_preparation' depends on axioms: [propext, Classical.choice, Quot.sound]
```

## The lowest π orbital of a four-membered ring

In the Hückel model of a square ring of four carbon atoms, the lowest π orbital has the coefficients (1/2, 1/2, 1/2, 1/2). A layer on the pairs 0–2 and 1–3, followed by one on the pair 0–1, all with angle π/4 at the lower member, gives

(1/2, 1/2, 1/2, 1/2) → (1/√2, 1/√2, 0, 0) → (1, 0, 0, 0).

To prepare the orbital, the electron starts on atom 0. The pair 0–1 is rotated by −π/4, and then the pairs 0–2 and 1–3 are rotated by −π/4 at the same time.
